# Moving the Schrödinger operator i d/dt − H across a time-integrated inner product leaves a boundary term

For two paths ψ and φ in a complex inner product space, the lemma compares the time integral from 0 to T of ⟨ψ, (i d/dt − H)φ⟩ with that of ⟨(i d/dt − H)ψ, φ⟩. Units have ħ = 1, and the inner product is conjugate-linear in its first argument. The first integral equals the second plus i times the overlap ⟨ψ, φ⟩ at T minus its value at 0. The Hamiltonian H(t) is a bounded symmetric operator at each time and depends continuously on time in operator norm; the paths are continuously differentiable, but need not be normalised or solve the Schrödinger equation. The proof writes the boundary term as the integral of the overlap's derivative, merges the two integrals on the right, and then compares the integrands at each time.

Lean 4 with Mathlib refuses this proof:

```lean
import Mathlib

open Complex
open scoped InnerProductSpace

namespace QuantumActionBoundary

noncomputable section

variable {E : Type*} [NormedAddCommGroup E] [InnerProductSpace ℂ E]
  {H : ℝ → E →L[ℂ] E} {T : ℝ} {ψ φ : ℝ → E}

/-- The residual `i ψ' - H ψ` of the time-dependent Schrödinger equation at time `t`. -/
def residual (H : ℝ → E →L[ℂ] E) (ψ : ℝ → E) (t : ℝ) : E :=
  I • deriv ψ t - H t (ψ t)

/-- For a continuous Hamiltonian and a C¹ path, the residual is continuous in time. -/
theorem continuous_residual (hH : Continuous H) (hψ : ContDiff ℝ 1 ψ) :
    Continuous (residual H ψ) :=
  ((contDiff_one_iff_deriv.mp hψ).2.const_smul I).sub (hH.clm_apply hψ.continuous)

/-- Moving `i d/dt - H` from one path to the other under the time integral leaves
a boundary term at the two end times. -/
theorem residual_by_parts (hH : Continuous H) (hs : ∀ t, (H t : E →ₗ[ℂ] E).IsSymmetric)
    (hψ : ContDiff ℝ 1 ψ) (hφ : ContDiff ℝ 1 φ) :
    ∫ t in (0 : ℝ)..T, ⟪ψ t, residual H φ t⟫_ℂ
      = (∫ t in (0 : ℝ)..T, ⟪residual H ψ t, φ t⟫_ℂ)
        + I * (⟪ψ T, φ T⟫_ℂ - ⟪ψ 0, φ 0⟫_ℂ) := by
  obtain ⟨dψ, cψ⟩ := contDiff_one_iff_deriv.mp hψ
  obtain ⟨dφ, cφ⟩ := contDiff_one_iff_deriv.mp hφ
  have i1 := ((continuous_residual hH hψ).inner (𝕜 := ℂ) hφ.continuous).intervalIntegrable
    (μ := MeasureTheory.volume) 0 T
  have i2 := ((hψ.continuous.inner (𝕜 := ℂ) cφ).add
    (cψ.inner (𝕜 := ℂ) hφ.continuous)).intervalIntegrable (μ := MeasureTheory.volume) 0 T
  -- the boundary term is the integral of the derivative of the overlap
  have key := intervalIntegral.integral_eq_sub_of_hasDerivAt
    (fun t _ => (dψ t).hasDerivAt.inner ℂ (dφ t).hasDerivAt) i2
  rw [← key, ← intervalIntegral.integral_const_mul,
    ← intervalIntegral.integral_add i1 (i2.const_mul I)]
  refine intervalIntegral.integral_congr fun t _ => ?_
  have h : ⟪H t (ψ t), φ t⟫_ℂ = ⟪ψ t, H t (φ t)⟫_ℂ := hs t _ _
  simp only [residual, inner_sub_left, inner_sub_right, inner_smul_left, inner_smul_right,
    Complex.conj_I, h]
  ring

end

end QuantumActionBoundary
```

The compiler's answer:

```
Main.lean:39:4: error: Tactic `rewrite` failed: Did not find an occurrence of the pattern
  (∫ (x : ℝ) in 0..T, ⟪residual H ψ x, φ x⟫_ℂ) +
    ∫ (x : ℝ) in 0..T, I * ((fun t => ⟪ψ t, deriv φ t⟫_ℂ) + fun t => ⟪deriv ψ t, φ t⟫_ℂ) x
in the target expression
  ∫ (t : ℝ) in 0..T, ⟪ψ t, residual H φ t⟫_ℂ =
    (∫ (t : ℝ) in 0..T, ⟪residual H ψ t, φ t⟫_ℂ) + ∫ (x : ℝ) in 0..T, I * (⟪ψ x, deriv φ x⟫_ℂ + ⟪deriv ψ x, φ x⟫_ℂ)

E : Type u_1
inst✝¹ : NormedAddCommGroup E
inst✝ : InnerProductSpace ℂ E
H : ℝ → E →L[ℂ] E
T : ℝ
ψ φ : ℝ → E
hH : Continuous H
hs : ∀ (t : ℝ), (↑(H t)).IsSymmetric
hψ : ContDiff ℝ 1 ψ
hφ : ContDiff ℝ 1 φ
dψ : Differentiable ℝ ψ
cψ : Continuous (deriv ψ)
dφ : Differentiable ℝ φ
cφ : Continuous (deriv φ)
i1 : IntervalIntegrable (fun t => ⟪residual H ψ t, φ t⟫_ℂ) MeasureTheory.volume 0 T
i2 : IntervalIntegrable ((fun t => ⟪ψ t, deriv φ t⟫_ℂ) + fun t => ⟪deriv ψ t, φ t⟫_ℂ) MeasureTheory.volume 0 T
key : ∫ (y : ℝ) in 0..T, ⟪ψ y, deriv φ y⟫_ℂ + ⟪deriv ψ y, φ y⟫_ℂ = ⟪ψ T, φ T⟫_ℂ - ⟪ψ 0, φ 0⟫_ℂ
⊢ ∫ (t : ℝ) in 0..T, ⟪ψ t, residual H φ t⟫_ℂ =
    (∫ (t : ℝ) in 0..T, ⟪residual H ψ t, φ t⟫_ℂ) + ∫ (x : ℝ) in 0..T, I * (⟪ψ x, deriv φ x⟫_ℂ + ⟪deriv ψ x, φ x⟫_ℂ)
```

Cause. The error comes at the rewrite with `intervalIntegral.integral_add`, which should merge the two integrals on the right. The lemma takes the form of its integrands from `i1` and `i2.const_mul I`. The type of `i2` was left to Lean, and `.add` on the two continuity proofs made it a statement about a sum of two functions, `(fun t => ...) + fun t => ...`. The pattern therefore contains that sum applied to `x`, while the goal, after the rewrite with `key`, has the sum of the two values at `x`. The two agree by definition, but `rw` does not unfold the addition of functions when it looks for its pattern, so it finds no match.

The repair states the type of `i2` with the sum taken inside a single `fun t => ...`. Lean accepts the same continuity proof for it, since checking a term against a stated type may unfold that addition, and the pattern then has the form found in the goal. Dropping `(μ := MeasureTheory.volume)` is mere tidying, as the stated type now fixes the measure.

The repair, with which the file compiles:

```diff
@@ -31,6 +31,8 @@
   have i1 := ((continuous_residual hH hψ).inner (𝕜 := ℂ) hφ.continuous).intervalIntegrable
     (μ := MeasureTheory.volume) 0 T
-  have i2 := ((hψ.continuous.inner (𝕜 := ℂ) cφ).add
-    (cψ.inner (𝕜 := ℂ) hφ.continuous)).intervalIntegrable (μ := MeasureTheory.volume) 0 T
+  have i2 : IntervalIntegrable (fun t => ⟪ψ t, deriv φ t⟫_ℂ + ⟪deriv ψ t, φ t⟫_ℂ)
+      MeasureTheory.volume 0 T :=
+    ((hψ.continuous.inner (𝕜 := ℂ) cφ).add
+      (cψ.inner (𝕜 := ℂ) hφ.continuous)).intervalIntegrable 0 T
   -- the boundary term is the integral of the derivative of the overlap
   have key := intervalIntegral.integral_eq_sub_of_hasDerivAt
```
